# Convergence of the unsigned inverse-power sum over the square lattice for s > 1

The theorem `summable_siteTerm` says that the sum of (m² + n²)^(−s) over all sites (m, n) of the infinite square lattice, with the origin contributing zero, converges for every real s > 1. In physical terms, with the lattice spacing as the unit of length, these are the terms of a sum of r^(−2s) over the distances r from the origin to the other sites, all taken with a positive sign. The proof compares each term with a product of two one-dimensional terms, max(1, |m|)^(−s) · max(1, |n|)^(−s), whose sum over the plane converges because each one-dimensional sum does. The comparison rests on the bound max(1, |m|) · max(1, |n|) ≤ m² + n², which holds away from the origin.

As first written in Lean, the proof fails:

```lean
import Mathlib

open Finset

namespace SummableSiteTerm

noncomputable section

/-- Contribution `(m² + n²)^(-s)` of the site `(m, n)` of the square lattice; the origin is
left out and contributes zero. -/
def siteTerm (s : ℝ) (p : ℤ × ℤ) : ℝ :=
  if p = 0 then 0 else ((p.1 : ℝ) ^ 2 + (p.2 : ℝ) ^ 2) ^ (-s)

/-- Away from the origin, the squared distance dominates a product of one factor for each
lattice direction. -/
theorem product_le_sq_dist {p : ℤ × ℤ} (hp : p ≠ 0) :
    max 1 |(p.1 : ℝ)| * max 1 |(p.2 : ℝ)| ≤ (p.1 : ℝ) ^ 2 + (p.2 : ℝ) ^ 2 := by
  have one : ∀ m : ℤ, m ≠ 0 → (1 : ℝ) ≤ |(m : ℝ)| := fun m hm => by
    exact_mod_cast Int.one_le_abs hm
  have h01 : (0 : ℝ) ≤ 1 := by norm_num
  by_cases hm : p.1 = 0
  · have h2 := one p.2 (fun h => hp (Prod.ext hm h))
    rw [hm, Int.cast_zero, abs_zero, max_eq_left h01, max_eq_right h2]
    nlinarith [sq_abs (p.2 : ℝ)]
  · have h1 := one p.1 hm
    by_cases hn : p.2 = 0
    · rw [hn, Int.cast_zero, abs_zero, max_eq_left h01, max_eq_right h1]
      nlinarith [sq_abs (p.1 : ℝ)]
    · rw [max_eq_right h1, max_eq_right (one p.2 hn)]
      nlinarith [sq_abs (p.1 : ℝ), sq_abs (p.2 : ℝ), sq_nonneg (|(p.1 : ℝ)| - |(p.2 : ℝ)|),
        sq_nonneg (p.1 : ℝ), sq_nonneg (p.2 : ℝ)]

/-- The lattice sum without signs converges for `s > 1`. -/
theorem summable_siteTerm {s : ℝ} (hs : 1 < s) : Summable (siteTerm s) := by
  -- the one-dimensional sum converges
  have hg : Summable (fun m : ℤ => (max 1 |(m : ℝ)|) ^ (-s)) := by
    refine Summable.of_nonneg_of_le (fun m => by positivity) (fun m => ?_)
      ((Real.summable_abs_int_rpow hs).add (hasSum_ite_eq (0 : ℤ) (1 : ℝ)).summable)
    by_cases hm : m = 0
    · subst hm
      have h : (0 : ℝ) ≤ |((0 : ℤ) : ℝ)| ^ (-s) := by positivity
      have h1 : (max 1 |((0 : ℤ) : ℝ)|) ^ (-s) = 1 := by simp
      rw [h1, if_pos rfl]
      linarith
    · have h1 : (1 : ℝ) ≤ |(m : ℝ)| := by exact_mod_cast Int.one_le_abs hm
      rw [max_eq_right h1, if_neg hm, add_zero]
  -- compare the planar sum with the product of two such sums
  refine Summable.of_nonneg_of_le (fun p => ?_) (fun p => ?_)
    (hg.mul_of_nonneg hg (fun m => by positivity) (fun m => by positivity))
  · unfold siteTerm
    split_ifs
    · exact le_rfl
    · positivity
  · unfold siteTerm
    split_ifs with hp
    · positivity
    · rw [← Real.mul_rpow (by positivity) (by positivity)]
      exact Real.rpow_le_rpow_of_exponent_nonpos (by positivity)
        (product_le_sq_dist hp) (by linarith)

end

end SummableSiteTerm
```

The compiler's answer:

```
Main.lean:58:12: error(lean.unknownIdentifier): Unknown constant `Real.rpow_le_rpow_of_exponent_nonpos`
```

Diagnosis. The message says that Lean knows no constant called `Real.rpow_le_rpow_of_exponent_nonpos`. The fault is in the name of the lemma, and the message raises no objection to the mathematics of the step.

At that point the proof has to turn the bound `product_le_sq_dist hp` into an inequality between powers with exponent −s. Since −s is negative, the larger base has the smaller power, so m² + n² raised to −s is at most the product of the two maxima raised to −s.

The diff calls `Real.rpow_le_rpow_of_nonpos` instead, which exists and states this order reversal for a nonpositive exponent. It accepts the same three arguments as they stand: the positivity of the smaller base, the inequality between the bases, and the proof by `linarith` that −s ≤ 0. Only the name had to change.

The repair, with which the file compiles:

```diff
@@ -56,5 +56,5 @@
     · positivity
     · rw [← Real.mul_rpow (by positivity) (by positivity)]
-      exact Real.rpow_le_rpow_of_exponent_nonpos (by positivity)
+      exact Real.rpow_le_rpow_of_nonpos (by positivity)
         (product_le_sq_dist hp) (by linarith)
 
```
